# With both hoppings nonzero, the lower SSH band has no nonzero finitely supported state

Let the real hoppings v and w of an infinite SSH chain both be nonzero. Then no nonzero state supported on finitely many cells lies in the lower band. If either hopping vanishes, such a state exists. The gap condition |v| ≠ |w| is not needed. In this non-interacting two-band model, a lower-band Wannier function with v, w ≠ 0 therefore has infinitely many nonzero amplitudes, and cutting it off always changes it.

## The chain and its finitely supported states

```lean
import Mathlib

open Polynomial
open scoped Matrix ComplexConjugate

namespace SSHCompactStates

noncomputable section
```

Write z = exp(ik), which is `phase k`. The hopping function, `hop v w k`, is

h(k) = v + w z.

```lean
/-- The Bloch phase `exp(ik)`. -/
def phase (k : ℝ) : ℂ := Complex.exp (k * Complex.I)

/-- The SSH hopping function `h(k) = v + w exp(ik)`. -/
def hop (v w k : ℝ) : ℂ := v + w * phase k
```

The Bloch Hamiltonian has zero diagonal, so there is no on-site energy, and only the two sublattices couple.

```lean
/-- The SSH Bloch Hamiltonian, which couples the two sublattices through `h(k)`. -/
def blochH (v w k : ℝ) : Matrix (Fin 2) (Fin 2) ℂ :=
  !![0, conj (hop v w k); hop v w k, 0]
```

A state has amplitudes a_n and b_n on the two sites of cell n. Their Bloch sums are

a(k) = Σ a_n exp(ikn),  b(k) = Σ b_n exp(ikn).

With this sign convention, v couples a_n to b_n and w couples a_n to b_(n+1). The type `ℤ →₀ ℂ` carries the hypothesis of finite support: all but finitely many amplitudes are zero. Normalisation is not required.

```lean
/-- The Bloch sum `∑ c(n) exp(ikn)` of finitely supported amplitudes on one sublattice. -/
def blochSum (c : ℤ →₀ ℂ) (k : ℝ) : ℂ := c.sum fun n x => x * phase k ^ n
```

Lying in the lower band means solving the eigenvalue equation with energy −|h(k)| at every real k:

conj h(k) · b(k) = −|h(k)| a(k)
h(k) a(k) = −|h(k)| b(k).

```lean
/-- The state with sublattice amplitudes `a`, `b` lies in the lower band: at every momentum
its Bloch components solve the eigenvalue equation with energy `-|h(k)|`. -/
def InLowerBand (v w : ℝ) (a b : ℤ →₀ ℂ) : Prop :=
  ∀ k : ℝ, blochH v w k *ᵥ ![blochSum a k, blochSum b k] =
    (-(‖hop v w k‖ : ℂ)) • ![blochSum a k, blochSum b k]
```

Where h(k) = 0 the two bands touch and every vector passes. The chain is infinite and k is continuous; a finite ring, which has only finitely many momenta, is a different problem.

## The energy is −|h(k)| at infinitely many momenta

The Bloch Hamiltonian squares to |h|² times the identity and has trace zero, so its eigenvalues are ±|h|. The modulus is not a polynomial in z, but its square can be handled. Squaring the second equation and using |h|² = h · conj h gives

b(k)² h conj h = h² a(k)².

Since conj z · z = 1, we also have

z conj h = z (v + w conj z) = v z + w.

The next three lemmas supply the square of the modulus, the square of the Hamiltonian and the unit modulus of z. `blochH_sq` justifies the name "lower band"; the later proofs do not use it.

```lean
/-- The squared modulus of the hopping function is `h(k)` times its complex conjugate. -/
theorem norm_sq_hop (v w k : ℝ) :
    (‖hop v w k‖ : ℂ) ^ 2 = hop v w k * conj (hop v w k) := by
  rw [Complex.mul_conj, Complex.normSq_eq_norm_sq, Complex.ofReal_pow]

/-- The Bloch Hamiltonian squares to `|h(k)|²` times the identity. -/
theorem blochH_sq (v w k : ℝ) :
    blochH v w k * blochH v w k = ((‖hop v w k‖ : ℂ) ^ 2) • 1 := by
  rw [norm_sq_hop]
  ext i j
  fin_cases i <;> fin_cases j <;>
    simp [blochH, Matrix.mul_apply, Fin.sum_univ_two, mul_comm]

/-- The Bloch phase has unit modulus. -/
theorem conj_phase_mul (k : ℝ) : conj (phase k) * phase k = 1 := by
  rw [phase, ← Complex.exp_conj, ← Complex.exp_add]
  simp
```

The argument uses the band relation at infinitely many different values of z. Different momenta in (−π, π] give different z, so infinitely many momenta there suffice.

```lean
/-- Different momenta in the Brillouin zone `(-π, π]` have different Bloch phases. -/
theorem phase_injOn : Set.InjOn phase (Set.Ioc (-Real.pi) Real.pi) := by
  intro x hx y hy h
  have h' : Complex.exp (x * Complex.I) = Complex.exp (y * Complex.I) := h
  have := Complex.exp_inj_of_neg_pi_lt_of_le_pi (by simpa using hx.1) (by simpa using hx.2)
    (by simpa using hy.1) (by simpa using hy.2) h'
  simpa using this
```

A single momentum would not be enough. For v, w > 0, take a_0 = 1/√2, b_0 = −1/√2 and all other amplitudes zero. At k = 0 we have h = |h| = v + w, and the relation holds, although the state is not in the band.

## Finite support turns Bloch sums into polynomials

Physically, finite support means strict localisation, with no tail at all. Choose N so large that n + N ≥ 0 for every occupied cell n. Then

p(z) = z^N a(k),  q(z) = z^N b(k)

are ordinary polynomials in z. Multiplying the squared relation by z^(2N+1) and inserting z conj h = v z + w gives

q² (w z + v)(v z + w) = z (w z + v)² p².

Both sides are polynomials that agree at infinitely many z, so they are identical.

`exists_polynomial` constructs such a polynomial from the amplitudes on one sublattice. It also shows that the polynomial is zero only if all these amplitudes vanish: different cells have different exponents, so each amplitude can be read off as a coefficient.

```lean
/-- Translating finitely supported amplitudes on one sublattice far enough to the right turns their
Bloch sum into an ordinary polynomial in `exp(ik)`, which is zero only if they all are. -/
theorem exists_polynomial (c : ℤ →₀ ℂ) (N : ℕ) (hN : ∀ n ∈ c.support, 0 ≤ n + (N : ℤ)) :
    ∃ p : ℂ[X], (∀ k : ℝ, p.eval (phase k) = phase k ^ N * blochSum c k) ∧
      (p = 0 → c = 0) := by
  refine ⟨∑ n ∈ c.support, C (c n) * X ^ (n + (N : ℤ)).toNat, fun k => ?_, fun hp => ?_⟩
  · rw [blochSum, Finsupp.sum, eval_finsetSum, Finset.mul_sum]
    refine Finset.sum_congr rfl fun n hn => ?_
    have hz : phase k ≠ 0 := Complex.exp_ne_zero _
    have e : phase k ^ (n + (N : ℤ)).toNat = phase k ^ N * phase k ^ n := by
      rw [← zpow_natCast (phase k) (n + (N : ℤ)).toNat, Int.toNat_of_nonneg (hN n hn),
        zpow_add₀ hz, zpow_natCast, mul_comm]
    rw [eval_mul, eval_C, eval_pow, eval_X, e]
    exact mul_left_comm _ _ _
  · -- each amplitude is read off as a coefficient
    refine Finsupp.ext fun m => ?_
    by_contra hm
    have hmem : m ∈ c.support := Finsupp.mem_support_iff.mpr hm
    have h := congrArg (fun p : ℂ[X] => p.coeff (m + (N : ℤ)).toNat) hp
    simp only [finsetSum_coeff, coeff_C_mul, coeff_X_pow, coeff_zero] at h
    have key : ∑ n ∈ c.support, c n *
        (if (m + (N : ℤ)).toNat = (n + (N : ℤ)).toNat then (1 : ℂ) else 0) = c m := by
      rw [Finset.sum_eq_single m]
      · simp
      · intro n hn hnm
        have h1 := hN n hn
        have h2 := hN m hmem
        rw [if_neg (by omega), mul_zero]
      · intro h'
        exact absurd hmem h'
    exact hm (key.symm.trans h)
```

Without finite support the conclusion fails. For |v| ≠ |w|, set a_0 = 1/√2, let the other a_n vanish, and take for b_n the Fourier coefficients of −h/(√2 |h|). This is a normalised lower-band Wannier function, with an infinite tail when v and w are both nonzero.

## Two nonzero hoppings fix the parity of the degrees

A nonzero v and a nonzero w mean that the chain is connected through both kinds of bond. In the derivation, they make w z + v and v z + w polynomials of degree exactly one. If p and q are both nonzero, the degrees of the two sides are

left: 2 deg q + 2
right: 2 deg p + 3.

An even number cannot equal an odd one. If p = 0, the left side must vanish, so q = 0; if q = 0, the right side must vanish, so p = 0. Hence both are zero.

In `parity_obstruction` the two linear factors are called `A` and `B`, and the hypotheses `hA` and `hB` record their degrees. The case splits handle a vanishing p or q, and `omega` refutes the remaining equation between degrees.

```lean
/-- Degree parity: for `A`, `B` of degree one, `q² A B = X A² p²` forces `p = q = 0`. -/
theorem parity_obstruction {A B p q : ℂ[X]} (hA : A.natDegree = 1) (hB : B.natDegree = 1)
    (h : q ^ 2 * (A * B) = X * (A ^ 2 * p ^ 2)) : p = 0 ∧ q = 0 := by
  have hA0 : A ≠ 0 := by
    rintro rfl
    simp at hA
  have hB0 : B ≠ 0 := by
    rintro rfl
    simp at hB
  by_cases hp : p = 0
  · subst hp
    simpa [hA0, hB0] using h
  by_cases hq : q = 0
  · subst hq
    simp [hA0, hp] at h
  -- even degree on the left, odd degree on the right
  have hd := congrArg natDegree h
  rw [natDegree_mul (pow_ne_zero 2 hq) (mul_ne_zero hA0 hB0), natDegree_mul hA0 hB0,
    natDegree_mul X_ne_zero (mul_ne_zero (pow_ne_zero 2 hA0) (pow_ne_zero 2 hp)),
    natDegree_mul (pow_ne_zero 2 hA0) (pow_ne_zero 2 hp)] at hd
  simp only [natDegree_pow, natDegree_X, hA, hB] at hd
  omega
```

## The state must not be zero

The zero state satisfies the band relation at every k, so it has to be excluded. The hypothesis `hab` says that a and b are not both zero; one sublattice may be empty. By hand, it is what p = q = 0 contradicts.

`finite_band_momenta` states the outcome in a stronger form: for v, w ≠ 0, a nonzero finitely supported state satisfies b|h| = −h a at only finitely many momenta in (−π, π].

The proof assumes that there are infinitely many and picks one N for both sublattices. `phase_injOn` turns the momenta into infinitely many values of z, and `Polynomial.eq_of_infinite_eval_eq` yields the identity `hpoly`. Inside that step, `h2` is z conj h = v z + w, and the last `linear_combination` carries out the squaring. The parity lemma then gives p = q = 0, against `hab`.

```lean
/-- If both hoppings are nonzero, a nonzero finitely supported state satisfies the lower-band
relation `b |h| = -h a` at only finitely many momenta of the Brillouin zone. -/
theorem finite_band_momenta {v w : ℝ} (hv : v ≠ 0) (hw : w ≠ 0) {a b : ℤ →₀ ℂ}
    (hab : ¬(a = 0 ∧ b = 0)) :
    Set.Finite {k : ℝ | k ∈ Set.Ioc (-Real.pi) Real.pi ∧
      blochSum b k * (‖hop v w k‖ : ℂ) = -hop v w k * blochSum a k} := by
  by_contra hinf
  obtain ⟨N, hN⟩ : ∃ N : ℕ, ∀ n ∈ a.support ∪ b.support, 0 ≤ n + (N : ℤ) := by
    refine ⟨∑ n ∈ a.support ∪ b.support, n.natAbs, fun n hn => ?_⟩
    have := Finset.single_le_sum (f := Int.natAbs) (fun _ _ => Nat.zero_le _) hn
    omega
  obtain ⟨p, hp, hp0⟩ := exists_polynomial a N fun n hn => hN n (Finset.mem_union_left _ hn)
  obtain ⟨q, hq, hq0⟩ := exists_polynomial b N fun n hn => hN n (Finset.mem_union_right _ hn)
  have himg := (Set.infinite_image_iff (phase_injOn.mono fun k hk => hk.1)).mpr hinf
  -- squaring removes the modulus and leaves an identity between polynomials
  have hpoly : q ^ 2 * ((C (w : ℂ) * X + C (v : ℂ)) * (C (v : ℂ) * X + C (w : ℂ))) =
      X * ((C (w : ℂ) * X + C (v : ℂ)) ^ 2 * p ^ 2) := by
    refine Polynomial.eq_of_infinite_eval_eq _ _ (himg.mono ?_)
    rintro _ ⟨k, ⟨-, hk⟩, rfl⟩
    have h1 := norm_sq_hop v w k
    have h2 : conj (hop v w k) * phase k = v * phase k + w := by
      simp only [hop, map_add, map_mul, Complex.conj_ofReal]
      linear_combination (w : ℂ) * conj_phase_mul k
    have h3 : (w : ℂ) * phase k + v = hop v w k := by
      rw [hop]
      ring
    simp only [Set.mem_ofPred_eq, eval_mul, eval_pow, eval_add, eval_C, eval_X, hp, hq]
    rw [h3, ← h2]
    linear_combination phase k * (phase k ^ N) ^ 2 *
      ((blochSum b k * (‖hop v w k‖ : ℂ) - hop v w k * blochSum a k) * hk
        - blochSum b k ^ 2 * h1)
  have h0 := parity_obstruction (natDegree_linear (Complex.ofReal_ne_zero.mpr hw))
    (natDegree_linear (Complex.ofReal_ne_zero.mpr hv)) hpoly
  exact hab ⟨hp0 h0.1, hq0 h0.2⟩
```

## A vanishing hopping leaves isolated dimers

If w = 0 and v ≠ 0, each cell is an isolated dimer. Its normalised lower state is

a_0 = 1/√2,  b_0 = −sgn(v)/√2.

Here h = v and |h| = sgn(v) v, so both band equations hold at every k. If v = 0 and w ≠ 0, the dimers join neighbouring cells, and the state is

a_0 = 1/√2,  b_1 = −sgn(w)/√2.

Now h = w z and b(k) = −sgn(w) z/√2, and the equations again hold at every k. One nonzero hopping is therefore not enough to exclude strictly localised band states. If both hoppings vanish, h = 0 at every k and every state satisfies the band equations.

The lemma `band_equation_iff` writes the matrix equation as its two rows, and `blochSum_single` evaluates the Bloch sum of a single amplitude.

```lean
/-- The eigenvalue equation with energy `-|h(k)|`, written out on the two sublattices. -/
theorem band_equation_iff (v w k : ℝ) (x y : ℂ) :
    blochH v w k *ᵥ ![x, y] = (-(‖hop v w k‖ : ℂ)) • ![x, y] ↔
      conj (hop v w k) * y = -(‖hop v w k‖ : ℂ) * x ∧
        hop v w k * x = -(‖hop v w k‖ : ℂ) * y := by
  simp [blochH, funext_iff, Fin.forall_fin_two, mul_comm]

/-- An amplitude `x` on the single cell `n` has the Bloch sum `x exp(ikn)`. -/
theorem blochSum_single (n : ℤ) (x : ℂ) (k : ℝ) :
    blochSum (Finsupp.single n x) k = x * phase k ^ n :=
  Finsupp.sum_single_index (zero_mul _)
```

The theorem `compact_state_iff` combines both directions. In the forward direction, a state in the band would satisfy the relation on all of (−π, π], an infinite set, which `finite_band_momenta` forbids when v and w are nonzero. In the reverse direction, `sgn` supplies a sign s with |x| = s x, and the two dimers are checked row by row; the code uses amplitudes 1 and −s, without the factor 1/√2.

```lean
/-- The lower SSH band contains a nonzero finitely supported state if and only if one of the
two hoppings vanishes. -/
theorem compact_state_iff (v w : ℝ) :
    (∃ a b : ℤ →₀ ℂ, ¬(a = 0 ∧ b = 0) ∧ InLowerBand v w a b) ↔ v = 0 ∨ w = 0 := by
  constructor
  · rintro ⟨a, b, hab, h⟩
    by_contra hvw
    rw [not_or] at hvw
    have hlt : -Real.pi < Real.pi := by linarith [Real.pi_pos]
    refine Set.Ioc_infinite hlt ((finite_band_momenta hvw.1 hvw.2 hab).subset ?_)
    intro k hk
    refine ⟨hk, ?_⟩
    linear_combination ((band_equation_iff v w k _ _).mp (h k)).2
  · have sgn : ∀ x : ℝ, ∃ s : ℝ, s * s = 1 ∧ |x| = s * x := by
      intro x
      rcases le_total 0 x with hx | hx
      · exact ⟨1, by norm_num, by rw [abs_of_nonneg hx, one_mul]⟩
      · exact ⟨-1, by norm_num, by rw [abs_of_nonpos hx, neg_one_mul]⟩
    have hne : (Finsupp.single (0 : ℤ) (1 : ℂ)) ≠ 0 :=
      Finsupp.single_ne_zero.mpr one_ne_zero
    rintro (rfl | rfl)
    · -- dimers across neighbouring cells
      obtain ⟨s, hs, habs⟩ := sgn w
      have hs' : (s : ℂ) * s = 1 := by exact_mod_cast hs
      refine ⟨Finsupp.single 0 1, Finsupp.single 1 (-(s : ℂ)), fun h => hne h.1, fun k => ?_⟩
      have hh : hop 0 w k = w * phase k := by simp [hop]
      have hn : ‖hop 0 w k‖ = s * w := by
        rw [hh, norm_mul, phase, Complex.norm_exp_ofReal_mul_I, mul_one, Complex.norm_real,
          Real.norm_eq_abs, habs]
      rw [band_equation_iff, hn, hh, blochSum_single, blochSum_single, zpow_zero, zpow_one,
        map_mul, Complex.conj_ofReal, Complex.ofReal_mul]
      constructor
      · linear_combination (-(s : ℂ) * w) * conj_phase_mul k
      · linear_combination (-(w : ℂ) * phase k) * hs'
    · -- dimers inside each cell
      obtain ⟨s, hs, habs⟩ := sgn v
      have hs' : (s : ℂ) * s = 1 := by exact_mod_cast hs
      refine ⟨Finsupp.single 0 1, Finsupp.single 0 (-(s : ℂ)), fun h => hne h.1, fun k => ?_⟩
      have hh : hop v 0 k = v := by simp [hop]
      have hn : ‖hop v 0 k‖ = s * v := by
        rw [hh, Complex.norm_real, Real.norm_eq_abs, habs]
      rw [band_equation_iff, hn, hh, blochSum_single, blochSum_single, zpow_zero,
        Complex.conj_ofReal, Complex.ofReal_mul]
      constructor
      · ring
      · linear_combination (-(v : ℂ)) * hs'

end

end SSHCompactStates
```

```lean
#print axioms SSHCompactStates.blochH_sq
-- 'SSHCompactStates.blochH_sq' depends on axioms: [propext, Classical.choice, Quot.sound]
#print axioms SSHCompactStates.finite_band_momenta
-- 'SSHCompactStates.finite_band_momenta' depends on axioms: [propext, Classical.choice, Quot.sound]
#print axioms SSHCompactStates.compact_state_iff
-- 'SSHCompactStates.compact_state_iff' depends on axioms: [propext, Classical.choice, Quot.sound]
```

## Cutting off a Wannier function at weak coupling

Take v > w > 0 and t = w/v small, with the Wannier function whose only amplitude on the first sublattice is a_0 = 1/√2. Expanding h/|h| in t gives

h/|h| = 1 + (t/2)(z − 1/z) + O(t²),

so that, to first order,

b_0 ≈ −1/√2,  b_1 ≈ −t/(2√2),  b_(−1) ≈ t/(2√2).

A calculation that keeps only cell 0 discards b_1 and b_(−1). After normalisation, the truncated function has weight t²/8 in the upper band, to leading order. For t = 0.2 this is about 0.005. These estimates come from the expansion, not from the Lean theorems. A larger cutoff makes the error smaller, but with both hoppings nonzero no finite cutoff removes it.
